# Odd reflections of a two-atom cell vanish exactly when the corner and body-centre atoms scatter equally

## Caesium chloride and body-centred iron

Caesium chloride and body-centred cubic iron have atoms on the same sites: the corners of a cubic cell and its centre. In iron the two sites carry the same atom, so the translation by half the body diagonal is a symmetry and the lattice is body-centred. In caesium chloride the sites carry different ions, that translation is not a symmetry, and the lattice is primitive cubic. How does a diffraction pattern tell the two cases apart?

The answer lies in the reflections (hkl) with h + k + l odd. They are absent for iron and present for caesium chloride. What counts is the scattering power of the two sites. In caesium iodide, which has the caesium chloride structure, both ions have 54 electrons, and the odd reflections are very weak for X-rays although the ions are different.

## The structure factor of a finite basis

Write a reflection as an integer triple h = (h₀, h₁, h₂). Textbooks call the three entries h, k and l; here, as in the Lean code, the letter h stands for the whole triple. Common factors are allowed, so (200) is a reflection in its own right.

An atom at fractional position r = (r₀, r₁, r₂) contributes the phase factor

φ(h, r) = exp(2πi (h₀r₀ + h₁r₁ + h₂r₂)),

and atoms with scattering factors f_j at positions r_j give the structure factor

F(h) = Σ_j f_j φ(h, r_j).

In the kinematic theory the intensity of the reflection is proportional to |F(h)|², so the reflection is absent when F(h) = 0.

In Lean these are `phase` and `structureFactor`. The atoms are labelled by any finite type `ι`, and the scattering factors are complex, which leaves room for absorption and for the negative scattering lengths of some nuclei. The cell lengths and angles do not enter, so the results hold for a cell of any shape. The two-atom cell `cellF fA fB` is the same sum for `fA` at the origin and `fB` at `bodyCentre`, the point c = (1/2, 1/2, 1/2).

## The phase of the body centre

Let s = h₀ + h₁ + h₂. At the body centre the exponent is 2πi · s/2.

If s is even, s = 2m with m an integer, and

φ(h, c) = exp(2πi m) = 1.

If s is odd, s = 2m + 1, and

φ(h, c) = exp(2πi m + πi) = exp(2πi m) exp(πi) = −1.

The atom at the origin always has phase 1. Hence

F(h) = fA + fB for s even,
F(h) = fA − fB for s odd.

These are `cellF_even` and `cellF_odd`. The second formula shows that a single odd reflection is absent exactly when fA = fB, which is `odd_reflection_absent_iff`. The theorem `all_odd_absent_iff` says the same of all odd reflections together. If fA = fB, each of them vanishes. Conversely, if all vanish then (100) does, and that already gives fA − fB = 0.

## A motif repeated at the body centre

The absences do not depend on there being one atom per lattice point. Phases multiply when positions are added:

φ(h, r + c) = φ(h, r) φ(h, c).

Take any finite motif with factors f_j at positions r_j, and add a copy displaced by c. For s odd,

F(h) = Σ_j f_j φ(h, r_j) + Σ_j f_j φ(h, r_j) · (−1) = 0.

In `centred_motif_absent` the doubled basis is written with `Sum.elim`: the labels are two copies of `ι`, the first for the original atoms and the second for the displaced ones.

## Absences and translation symmetry

So far the absences have been tied to an equality of two numbers. To tie them to the symmetry, describe the infinite crystal as a function ρ on space: ρ(x) = fA if all coordinates of x are integers, ρ(x) = fB if all coordinates of x − c are integers, and ρ(x) = 0 otherwise. This is `crystal`, and `IsLatticePoint` is the condition that the coordinates are integers. In this section and in the code, a lattice point is therefore always a corner of a cell, although in a body-centred lattice the body centres are usually called lattice points too. Body centring then means

ρ(x + c) = ρ(x) for every x.

The theorem `body_centred_iff_odd_absent` states that this symmetry holds exactly when every odd reflection of the two-atom cell is absent.

Suppose first that the symmetry holds. At x = 0 it reads ρ(c) = ρ(0). The point c is not a lattice point, because 1/2 is not an integer, so ρ(c) = fB, while ρ(0) = fA. Thus fA = fB, and the odd reflections vanish.

Suppose now that the odd reflections vanish, so that fA = fB. Translation by c takes a lattice point to a body centre. It takes a body centre n + c to n + 2c = n + (1, 1, 1), which is a lattice point. Every other point goes to a point that is neither. Since the two kinds of site carry the same value, ρ is unchanged.

## From fixed numbers to real atoms

The last two equivalences use one fixed pair fA, fB for all reflections. The scattering factor of a real atom for X-rays falls off with the scattering angle, and thermal motion reduces it further. The result for a single reflection still applies, with the values of fA and fB at that reflection inserted. An odd reflection too weak to be seen does not show that the two sites hold the same element, since different atoms can scatter almost equally, as the two ions of caesium iodide do.

The same sum appears in electronic-structure work. When a crystal potential is built by superposing atomic potentials at fixed sites, its Fourier components in this two-site cell with odd index sum drop out if the two atomic potentials have equal components there.

## Centring one face

The argument carries over to a second atom at the centre of one face, (1/2, 1/2, 0). Its phase is exp(πi (h₀ + h₁)), so F(h) = fA + fB when h₀ + h₁ is even and fA − fB when it is odd. The reflection (100) again decides whether the two factors are equal.

## Halving an odd integer

A mistake that removes the whole effect is to compute s/2 with integers. In Lean, as in many programming languages, the integer quotient of 2m + 1 by 2 drops the remainder; in Lean it is m. The phase would then be 1 for odd s as well, and no reflection would be singled out. The definition of `phase` avoids this by converting each index to a real number, `(h i : ℝ)`, before multiplying it by the real coordinate.

## The definitions and theorems in Lean

```lean
import Mathlib

open Real

namespace BodyCentringAbsences

noncomputable section

/-- The phase factor `exp(2πi h·r)` of a point with fractional coordinates `r`
in the reflection with Miller indices `h`. -/
def phase (h : Fin 3 → ℤ) (r : Fin 3 → ℝ) : ℂ :=
  Complex.exp (2 * π * Complex.I * ((∑ i, (h i : ℝ) * r i : ℝ) : ℂ))

/-- The structure factor of a finite basis of atoms with scattering factors `f`
at fractional positions `r`. -/
def structureFactor {ι : Type*} [Fintype ι] (f : ι → ℂ) (r : ι → Fin 3 → ℝ)
    (h : Fin 3 → ℤ) : ℂ :=
  ∑ j, f j * phase h (r j)

/-- The centre of the unit cell, (1/2, 1/2, 1/2). -/
def bodyCentre : Fin 3 → ℝ := fun _ => 1 / 2

/-- The structure factor of a cell with an atom `fA` at the origin and an atom `fB`
at the body centre. -/
def cellF (fA fB : ℂ) (h : Fin 3 → ℤ) : ℂ :=
  structureFactor ![fA, fB] ![0, bodyCentre] h

/-- A point is a lattice point when its fractional coordinates are integers. -/
def IsLatticePoint (x : Fin 3 → ℝ) : Prop := ∃ n : Fin 3 → ℤ, ∀ i, x i = n i

open Classical in
/-- The infinite two-atom crystal: scattering factor `fA` on every lattice point,
`fB` on every body centre, and zero elsewhere. -/
def crystal (fA fB : ℂ) (x : Fin 3 → ℝ) : ℂ :=
  if IsLatticePoint x then fA else if IsLatticePoint (x - bodyCentre) then fB else 0

/-- Displacing an atom multiplies its phase factor by that of the displacement. -/
theorem phase_add (h : Fin 3 → ℤ) (r s : Fin 3 → ℝ) :
    phase h (r + s) = phase h r * phase h s := by
  unfold phase
  rw [← Complex.exp_add]
  congr 1
  simp only [Pi.add_apply, mul_add, Finset.sum_add_distrib, Complex.ofReal_add]

/-- The body centre scatters in phase with the origin when `h + k + l` is even. -/
theorem phase_bodyCentre_even (h : Fin 3 → ℤ) (hh : Even (h 0 + h 1 + h 2)) :
    phase h bodyCentre = 1 := by
  obtain ⟨m, hm⟩ := hh
  have hs : (∑ i, (h i : ℝ) * bodyCentre i) = (m : ℝ) := by
    have hm' : (h 0 : ℝ) + h 1 + h 2 = m + m := by exact_mod_cast hm
    simp only [Fin.sum_univ_three, bodyCentre]
    linarith
  -- the phase is a whole number of turns
  have e : 2 * (π : ℂ) * Complex.I * ((m : ℝ) : ℂ) = m * (2 * π * Complex.I) := by
    push_cast
    ring
  unfold phase
  rw [hs, e, Complex.exp_int_mul_two_pi_mul_I]

/-- The body centre scatters in antiphase with the origin when `h + k + l` is odd. -/
theorem phase_bodyCentre_odd (h : Fin 3 → ℤ) (hh : Odd (h 0 + h 1 + h 2)) :
    phase h bodyCentre = -1 := by
  obtain ⟨m, hm⟩ := hh
  have hs : (∑ i, (h i : ℝ) * bodyCentre i) = (m : ℝ) + 1 / 2 := by
    have hm' : (h 0 : ℝ) + h 1 + h 2 = 2 * m + 1 := by exact_mod_cast hm
    simp only [Fin.sum_univ_three, bodyCentre]
    linarith
  -- a whole number of turns and one half turn
  have e : 2 * (π : ℂ) * Complex.I * (((m : ℝ) + 1 / 2 : ℝ) : ℂ)
      = m * (2 * π * Complex.I) + π * Complex.I := by
    push_cast
    ring
  unfold phase
  rw [hs, e, Complex.exp_add, Complex.exp_int_mul_two_pi_mul_I, Complex.exp_pi_mul_I,
    one_mul]

/-- For `h + k + l` even the two atoms add: `F = fA + fB`. -/
theorem cellF_even (fA fB : ℂ) (h : Fin 3 → ℤ) (hh : Even (h 0 + h 1 + h 2)) :
    cellF fA fB h = fA + fB := by
  have h0 : phase h 0 = 1 := by simp [phase]
  simp [cellF, structureFactor, Fin.sum_univ_two, h0, phase_bodyCentre_even h hh]

/-- For `h + k + l` odd the two atoms subtract: `F = fA - fB`. -/
theorem cellF_odd (fA fB : ℂ) (h : Fin 3 → ℤ) (hh : Odd (h 0 + h 1 + h 2)) :
    cellF fA fB h = fA - fB := by
  have h0 : phase h 0 = 1 := by simp [phase]
  simp [cellF, structureFactor, Fin.sum_univ_two, h0, phase_bodyCentre_odd h hh,
    sub_eq_add_neg]

/-- A given reflection with `h + k + l` odd is absent exactly when the two atoms have
equal scattering factors at that reflection. -/
theorem odd_reflection_absent_iff (fA fB : ℂ) (h : Fin 3 → ℤ)
    (hh : Odd (h 0 + h 1 + h 2)) : cellF fA fB h = 0 ↔ fA = fB := by
  rw [cellF_odd fA fB h hh, sub_eq_zero]

/-- All reflections with `h + k + l` odd are absent exactly when the atoms at the
origin and at the body centre have the same scattering factor. -/
theorem all_odd_absent_iff (fA fB : ℂ) :
    (∀ h : Fin 3 → ℤ, Odd (h 0 + h 1 + h 2) → cellF fA fB h = 0) ↔ fA = fB := by
  constructor
  · intro H
    -- the reflection (100) already decides
    have hodd : Odd ((![1, 0, 0] : Fin 3 → ℤ) 0 + (![1, 0, 0] : Fin 3 → ℤ) 1
        + (![1, 0, 0] : Fin 3 → ℤ) 2) := ⟨0, by simp⟩
    exact (odd_reflection_absent_iff fA fB _ hodd).1 (H _ hodd)
  · intro e h hh
    exact (odd_reflection_absent_iff fA fB h hh).2 e

/-- If any finite motif of atoms is repeated with the displacement (1/2, 1/2, 1/2),
every reflection with `h + k + l` odd is absent. -/
theorem centred_motif_absent {ι : Type*} [Fintype ι] (f : ι → ℂ) (r : ι → Fin 3 → ℝ)
    (h : Fin 3 → ℤ) (hh : Odd (h 0 + h 1 + h 2)) :
    structureFactor (Sum.elim f f) (Sum.elim r (fun j => r j + bodyCentre)) h = 0 := by
  -- each atom cancels against its displaced copy
  simp only [structureFactor, Fintype.sum_sum_type, Sum.elim_inl, Sum.elim_inr,
    phase_add, phase_bodyCentre_odd h hh, mul_neg, mul_one, Finset.sum_neg_distrib,
    add_neg_cancel]

/-- The two-atom crystal is invariant under the translation (1/2, 1/2, 1/2) exactly
when all its reflections with `h + k + l` odd are absent. -/
theorem body_centred_iff_odd_absent (fA fB : ℂ) :
    (∀ x, crystal fA fB (x + bodyCentre) = crystal fA fB x) ↔
      ∀ h : Fin 3 → ℤ, Odd (h 0 + h 1 + h 2) → cellF fA fB h = 0 := by
  rw [all_odd_absent_iff]
  constructor
  · intro H
    -- compare the origin with the body centre
    have h0 := H 0
    have hL : IsLatticePoint 0 := ⟨0, fun i => by simp⟩
    have hc : ¬ IsLatticePoint bodyCentre := by
      rintro ⟨n, hn⟩
      have h1 : (1 / 2 : ℝ) = n 0 := hn 0
      have h2 : (2 * n 0 : ℝ) = 1 := by linarith
      have h3 : 2 * n 0 = 1 := by exact_mod_cast h2
      omega
    simp [crystal, hL, hc] at h0
    exact h0.symm
  · rintro rfl x
    -- the translation exchanges lattice points and body centres
    have hL : IsLatticePoint (x + bodyCentre) ↔ IsLatticePoint (x - bodyCentre) := by
      constructor
      · rintro ⟨n, hn⟩
        refine ⟨fun i => n i - 1, fun i => ?_⟩
        have := hn i
        simp only [Pi.add_apply, Pi.sub_apply, bodyCentre] at this ⊢
        push_cast
        linarith
      · rintro ⟨n, hn⟩
        refine ⟨fun i => n i + 1, fun i => ?_⟩
        have := hn i
        simp only [Pi.add_apply, Pi.sub_apply, bodyCentre] at this ⊢
        push_cast
        linarith
    by_cases h1 : IsLatticePoint x <;> by_cases h2 : IsLatticePoint (x - bodyCentre) <;>
      simp [crystal, hL, h1, h2]

end

end BodyCentringAbsences
```

```lean
#print axioms BodyCentringAbsences.cellF_even
#print axioms BodyCentringAbsences.centred_motif_absent
#print axioms BodyCentringAbsences.body_centred_iff_odd_absent
```

```
'BodyCentringAbsences.cellF_even' depends on axioms: [propext, Classical.choice, Quot.sound]
'BodyCentringAbsences.centred_motif_absent' depends on axioms: [propext, Classical.choice, Quot.sound]
'BodyCentringAbsences.body_centred_iff_odd_absent' depends on axioms: [propext, Classical.choice, Quot.sound]
```

## From half turns to the symmetry criterion

`phase_add` is the law exp(a + b) = exp(a) exp(b). After `Complex.exp_add` has joined the two exponentials on the right, it remains to compare exponents, and distributing the product over the sum of positions settles that.

The two lemmas on the body centre follow the parity calculation. Unpacking `Even` gives an integer `m` with s = m + m, and unpacking `Odd` gives s = 2m + 1. In both, the step `hs` evaluates the scalar product of h and c, as m or as m + 1/2. The step `e` rearranges the exponent into whole turns, with an additional half turn in the odd case. The library facts `Complex.exp_int_mul_two_pi_mul_I` and `Complex.exp_pi_mul_I` then supply exp(2πi m) = 1 and exp(πi) = −1.

`cellF_even` and `cellF_odd` write out the sum over two atoms and insert the phases, with `h0` recording that the origin has phase 1. The criterion for one reflection then needs only the fact that a difference is zero exactly when its terms are equal. In `all_odd_absent_iff` the triple `![1, 0, 0]` is shown to have an odd index sum, and the assumption about all odd reflections is applied to it.

For the repeated motif, `Fintype.sum_sum_type` splits the sum over the doubled basis into its two halves. Rewriting with `phase_add` and `phase_bodyCentre_odd` turns the second half into the negative of the first, and `add_neg_cancel` finishes the calculation.

The proof of `body_centred_iff_odd_absent` begins by replacing the statement about reflections with fA = fB, so that only the crystal function has to be studied. In the forward direction the symmetry is evaluated at the origin. The step `hc` shows that the body centre is not a lattice point: if it were, some integer n would satisfy 2n = 1, which `omega` refutes. What remains of the symmetry is fB = fA.

In the reverse direction `rintro rfl x` makes the two factors one and picks a point x. The step `hL` shows that x + c is a lattice point exactly when x − c is, since the two differ by (1, 1, 1); the integer coordinates are shifted down or up by one accordingly. The proof then distinguishes whether x is a lattice point and whether x − c is, and in each case the crystal function has the same value at x and at x + c.
